# If both resolvents exist, cutting the resolvent series after order n leaves exactly G(VR)^(n+1)

Take a single level at energy 0, shift it by V = 2, and look at z = 1. The unperturbed resolvent is R = 1/(1 − 0) = 1, and the perturbed one is G = 1/(1 − 2) = −1. The resolvent series R + RVR + RVRVR + … gives 1 + 2 + 4 + …, which runs off to infinity and never comes near −1. Yet Rayleigh–Schrödinger theory in Kato's form starts from this very series and integrates it around a level to get energies. What is the series worth when it diverges, and what exactly do I throw away when I stop at order n?

## The discarded tail has a closed form, whether or not it is small

In your example the terms up to order n add up to 2^(n+1) − 1. The discarded part is G(VR)^(n+1) = −2^(n+1), and the total is −1 for every n. The finite formula is an identity and needs no small V. Convergence is the separate question of whether the remainder dies out.

Here VR = 2/z, so the series converges for |z| > 2, and z = 1 is too close in. On the circle |z| = 3, which encloses both the old level 0 and the new level 2, it converges. Integrating zG/(2πi) term by term around that circle picks out the coefficient of 1/z in 1 + 2/z + 4/z² + …, which is the correct energy, 2. That integral is ordinary complex analysis added for your question; the theorems below concern one fixed z.

### From one Dyson equation to every order

Let H₀ be the unperturbed Hamiltonian and V the perturbation. R is a two-sided inverse of z − H₀, and G is a two-sided inverse of z − H₀ − V. Many texts write G₀ for this R, and in Rayleigh–Schrödinger theory R often means the reduced resolvent, which is a different object.

Insert (z − H₀)R = 1 to the right of G and split z − H₀ into (z − H₀ − V) + V:

G = G(z − H₀)R = G(z − H₀ − V)R + GVR = R + GVR.

Multiplying on the right by (VR)^n gives

G(VR)^n = R(VR)^n + G(VR)^(n+1).

So each use of the Dyson equation moves one more order out of the remainder. Write S(n) for the sum of R(VR)^k over k = 0, …, n − 1. Starting from the trivial G = S(0) + G, induction gives

G = S(n) + G(VR)^n.

With n + 1 in place of n, the sum runs through order n and the remainder is G(VR)^(n+1).

Inserting R(z − H₀) = 1 to the left of G gives the mirror equation G = R + RVG. Since (RV)^m R = R(VR)^m, using it inside the remainder gives

(RV)^m G(VR)^n = R(VR)^(m+n) + (RV)^(m+1) G(VR)^n,

and by induction on m

G = S(m+n) + (RV)^m G(VR)^n.

For m = n = 1 this reads G = R + RVR + RVGVR.

The truncated sum can also be tested as an inverse. Because (z − H₀ − V)R = 1 − VR, the product telescopes:

(z − H₀ − V)S(n) = (1 − VR)(1 + VR + … + (VR)^(n−1)) = 1 − (VR)^n.

If S(n) = G, the left side is 1, so (VR)^n = 0. Conversely, if (VR)^n = 0, the remainder vanishes and S(n) = G. The same two formulas settle convergence when addition and multiplication are continuous. If S(n) → G, the residual identity forces (VR)^n → 0. If (VR)^n → 0, then G(VR)^n → 0 and S(n) → G.

With a submultiplicative norm, the error after order n obeys

‖G − S(n+1)‖ = ‖G(VR)^(n+1)‖ ≤ ‖G‖ ‖VR‖^(n+1),

and ‖VR‖ < 1 is enough for convergence.

### Two coupled levels at z = 2

Now take levels 0 and 1 with coupling 1. With semicolons separating matrix rows,

R = [1/2, 0; 0, 1], V = [0, 1; 1, 0], G = [1, 1; 1, 2].

Multiplication gives

VR = [0, 1; 1/2, 0], (VR)² = [1/2, 0; 0, 1/2].

The first two terms add up to

R + RVR = [1/2, 1/2; 1/2, 1] = G/2,

and the remainder G(VR)² is the other half. After 2m terms the sum is (1 − 2^(−m))G, so the series converges, although no finite truncation is exact. The operator norm of VR is exactly 1, so the norm criterion is silent in that norm, while the criterion on powers decides the matter.

### Hamiltonians as elements of a ring

In the Lean code, `A` is any ring, and `z`, `H₀`, `V`, `R` and `G` are elements of it. Multiplication need not commute. Even `z` is a general ring element; for the physical case, take the complex energy times the identity.

`IsResolvent z H G` says that `G` inverts `z - H` from both sides. This fixes the sign convention (z − H)⁻¹; with (H − z)⁻¹ the signs of the series alternate. The hypotheses `hR` and `hG` therefore say that both resolvents exist at the same `z`. For finite matrices and scalar z, this means that z is an eigenvalue of neither H₀ nor H₀ + V. The existence of `G` is assumed, not constructed from the series.

`resolventSum R V n` is S(n). Its `n` counts terms, so the highest order present is n − 1 when n is positive, and the sum is empty at n = 0. The main theorem, `resolvent_series`, is G = S(n) + G(VR)^n for every natural n, and the formula through order n is its case n + 1.

The other statements read as follows:

- `resolvent_series_two_sided` gives the remainder with factors on both sides of `G`.
- `truncation_residual` gives the defect (VR)^n and needs only `hR`.
- `truncation_exact_iff` says that S(n) = G exactly when (VR)^n = 0.
- `series_tendsto_iff` says, in a topological ring, that S(n) → G exactly when (VR)^n → 0.
- `truncation_error_le` and `series_tendsto_of_norm_lt_one` are the norm bound and the norm criterion, in a normed ring.
- `resolvent_witness` confirms that the two-level matrices above satisfy both hypotheses.

For electronic structure in a finite basis, the identity gives the exact truncation error of the perturbed resolvent at a fixed z away from both spectra. The step to the full Hilbert space remains: a molecular Hamiltonian there is unbounded and not defined on every state, so it is not an element of a ring of everywhere-defined operators, and the products need an argument about domains.

```lean
import Mathlib

open Filter Topology

namespace ResolventSeries

/-- `G` is the resolvent of `H` at `z`: a two-sided inverse of `z - H`. -/
structure IsResolvent {A : Type*} [Ring A] (z H G : A) : Prop where
  right_inv : (z - H) * G = 1
  left_inv : G * (z - H) = 1

/-- The first `n` terms of the resolvent series, `R + R V R + R V R V R + ...`,
that is, the orders `0` to `n - 1` in the perturbation `V`. -/
def resolventSum {A : Type*} [Ring A] (R V : A) (n : ℕ) : A :=
  ∑ k ∈ Finset.range n, R * (V * R) ^ k

section Algebra

variable {A : Type*} [Ring A] {z H₀ V R G : A}

/-- Dyson equation with the full resolvent on the left: `G = R + G V R`, for `R` and `G`
the resolvents of `H₀` and `H₀ + V` at the same `z`. -/
theorem dyson_right (hR : IsResolvent z H₀ R) (hG : IsResolvent z (H₀ + V) G) :
    G = R + G * V * R := by
  calc G = G * ((z - H₀) * R) := by rw [hR.right_inv, mul_one]
    _ = G * (z - (H₀ + V)) * R + G * V * R := by noncomm_ring
    _ = R + G * V * R := by rw [hG.left_inv, one_mul]

/-- Dyson equation with the full resolvent on the right: `G = R + R V G`, for `R` and `G`
the resolvents of `H₀` and `H₀ + V` at the same `z`. -/
theorem dyson_left (hR : IsResolvent z H₀ R) (hG : IsResolvent z (H₀ + V) G) :
    G = R + R * V * G := by
  calc G = R * (z - H₀) * G := by rw [hR.left_inv, one_mul]
    _ = R * ((z - (H₀ + V)) * G) + R * V * G := by noncomm_ring
    _ = R + R * V * G := by rw [hG.right_inv, mul_one]

/-- Resolvent series with exact remainder: the resolvent `G` of `H₀ + V` is the sum of the
first `n` terms `R (V R)^k` plus `G (V R)^n`, where `R` is the resolvent of `H₀` at the
same `z`. -/
theorem resolvent_series (hR : IsResolvent z H₀ R) (hG : IsResolvent z (H₀ + V) G)
    (n : ℕ) : G = resolventSum R V n + G * (V * R) ^ n := by
  induction n with
  | zero => simp [resolventSum]
  | succ n ih =>
    have hs : resolventSum R V (n + 1) = resolventSum R V n + R * (V * R) ^ n :=
      Finset.sum_range_succ _ _
    -- the Dyson equation splits one more order off the remainder
    have step : G * (V * R) ^ n = R * (V * R) ^ n + G * (V * R) ^ (n + 1) := by
      calc G * (V * R) ^ n = (R + G * V * R) * (V * R) ^ n := by
            rw [← dyson_right hR hG]
        _ = R * (V * R) ^ n + G * (V * R) ^ (n + 1) := by
            rw [pow_succ', add_mul]
            simp only [mul_assoc]
    rw [hs, add_assoc, ← step]
    exact ih

/-- Two-sided form of the remainder: after `m + n` terms of the series, what is left of the
resolvent `G` of `H₀ + V` is `(R V)^m G (V R)^n`, with `R` the resolvent of `H₀` at the
same `z`. -/
theorem resolvent_series_two_sided (hR : IsResolvent z H₀ R)
    (hG : IsResolvent z (H₀ + V) G) (m n : ℕ) :
    G = resolventSum R V (m + n) + (R * V) ^ m * G * (V * R) ^ n := by
  have shift : ∀ k : ℕ, (R * V) ^ k * R = R * (V * R) ^ k := by
    intro k
    induction k with
    | zero => simp
    | succ k ih =>
      rw [pow_succ', mul_assoc, ih, pow_succ']
      simp only [mul_assoc]
  induction m with
  | zero =>
    rw [zero_add, pow_zero, one_mul]
    exact resolvent_series hR hG n
  | succ m ih =>
    have hs : resolventSum R V (m + n + 1)
        = resolventSum R V (m + n) + R * (V * R) ^ (m + n) :=
      Finset.sum_range_succ _ _
    -- expand the central resolvent by the other Dyson equation
    have step : (R * V) ^ m * G * (V * R) ^ n
        = R * (V * R) ^ (m + n) + (R * V) ^ (m + 1) * G * (V * R) ^ n := by
      calc (R * V) ^ m * G * (V * R) ^ n
          = (R * V) ^ m * (R + R * V * G) * (V * R) ^ n := by
            rw [← dyson_left hR hG]
        _ = (R * V) ^ m * R * (V * R) ^ n
            + (R * V) ^ m * (R * V) * G * (V * R) ^ n := by
            simp only [mul_add, add_mul, mul_assoc]
        _ = R * (V * R) ^ (m + n) + (R * V) ^ (m + 1) * G * (V * R) ^ n := by
            rw [shift, mul_assoc R, ← pow_add, ← pow_succ]
    rw [show m + 1 + n = m + n + 1 by omega, hs, add_assoc, ← step]
    exact ih

/-- The sum of the first `n` terms fails to be a right inverse of `z - H₀ - V` by exactly `(V R)^n`,
where `R` is the resolvent of `H₀` at `z`. -/
theorem truncation_residual (hR : IsResolvent z H₀ R) (n : ℕ) :
    (z - (H₀ + V)) * resolventSum R V n = 1 - (V * R) ^ n := by
  have e : (z - (H₀ + V)) * R = 1 - V * R := by
    calc (z - (H₀ + V)) * R = (z - H₀) * R - V * R := by noncomm_ring
      _ = 1 - V * R := by rw [hR.right_inv]
  induction n with
  | zero => simp [resolventSum]
  | succ n ih =>
    have hs : resolventSum R V (n + 1) = resolventSum R V n + R * (V * R) ^ n :=
      Finset.sum_range_succ _ _
    rw [hs, mul_add, ih, ← mul_assoc, e, pow_succ', sub_mul, one_mul]
    abel

/-- The first `n` terms give the resolvent `G` of `H₀ + V` exactly if and only if
`(V R)^n = 0`, where `R` is the resolvent of `H₀` at the same `z`. -/
theorem truncation_exact_iff (hR : IsResolvent z H₀ R) (hG : IsResolvent z (H₀ + V) G)
    (n : ℕ) : G = resolventSum R V n ↔ (V * R) ^ n = 0 := by
  constructor
  · intro e
    have r := truncation_residual (V := V) hR n
    rw [← e, hG.right_inv] at r
    have h : (V * R) ^ n = 1 - (1 - (V * R) ^ n) := by abel
    rw [h, ← r, sub_self]
  · intro h0
    have h := resolvent_series hR hG n
    rw [h0, mul_zero, add_zero] at h
    exact h

/-- In a topological ring, the resolvent series converges to the resolvent `G` of `H₀ + V`
if and only if the powers `(V R)^n` tend to zero, where `R` is the resolvent of `H₀` at the
same `z`. -/
theorem series_tendsto_iff [TopologicalSpace A] [IsTopologicalRing A]
    (hR : IsResolvent z H₀ R) (hG : IsResolvent z (H₀ + V) G) :
    Tendsto (fun n => resolventSum R V n) atTop (𝓝 G) ↔
      Tendsto (fun n : ℕ => (V * R) ^ n) atTop (𝓝 0) := by
  constructor
  · intro h
    -- the residual of the truncated series is the power itself
    have t : Tendsto (fun n => 1 - (z - (H₀ + V)) * resolventSum R V n) atTop
        (𝓝 (1 - (z - (H₀ + V)) * G)) :=
      tendsto_const_nhds.sub (h.const_mul _)
    rw [hG.right_inv, sub_self] at t
    exact t.congr (fun n => by simp only [truncation_residual hR, sub_sub_cancel])
  · intro h
    -- the exact remainder vanishes in the limit
    have t : Tendsto (fun n : ℕ => G - G * (V * R) ^ n) atTop (𝓝 (G - G * 0)) :=
      tendsto_const_nhds.sub (h.const_mul _)
    rw [mul_zero, sub_zero] at t
    exact t.congr (fun n => sub_eq_of_eq_add (resolvent_series hR hG n))

end Algebra

/-- In a normed ring, truncating the series for the resolvent `G` of `H₀ + V` after order `n`
costs an error of at most `‖G‖ ‖V R‖^(n+1)`, where `R` is the resolvent of `H₀` at the
same `z`. -/
theorem truncation_error_le {A : Type*} [NormedRing A] {z H₀ V R G : A}
    (hR : IsResolvent z H₀ R) (hG : IsResolvent z (H₀ + V) G) (n : ℕ) :
    ‖G - resolventSum R V (n + 1)‖ ≤ ‖G‖ * ‖V * R‖ ^ (n + 1) := by
  have e : G - resolventSum R V (n + 1) = G * (V * R) ^ (n + 1) :=
    sub_eq_of_eq_add' (resolvent_series hR hG (n + 1))
  rw [e]
  exact (norm_mul_le _ _).trans
    (mul_le_mul_of_nonneg_left (norm_pow_le' _ n.succ_pos) (norm_nonneg _))

/-- In a normed ring, the series converges to the resolvent `G` of `H₀ + V` whenever
`‖V R‖ < 1`, where `R` is the resolvent of `H₀` at the same `z`. -/
theorem series_tendsto_of_norm_lt_one {A : Type*} [NormedRing A] {z H₀ V R G : A}
    (hR : IsResolvent z H₀ R) (hG : IsResolvent z (H₀ + V) G) (h : ‖V * R‖ < 1) :
    Tendsto (fun n => resolventSum R V n) atTop (𝓝 G) :=
  (series_tendsto_iff hR hG).2 (tendsto_pow_atTop_nhds_zero_of_norm_lt_one h)

/-- A two-level system with levels `0` and `1`, coupling `1` and `z = 2`, with its
unperturbed and its full resolvent written out. -/
theorem resolvent_witness :
    IsResolvent (!![2, 0; 0, 2] : Matrix (Fin 2) (Fin 2) ℝ)
      !![0, 0; 0, 1] !![1 / 2, 0; 0, 1] ∧
    IsResolvent (!![2, 0; 0, 2] : Matrix (Fin 2) (Fin 2) ℝ)
      (!![0, 0; 0, 1] + !![0, 1; 1, 0]) !![1, 1; 1, 2] := by
  refine ⟨⟨?_, ?_⟩, ⟨?_, ?_⟩⟩ <;> ext i j <;> fin_cases i <;> fin_cases j <;>
    norm_num [Matrix.mul_apply, Fin.sum_univ_succ]

end ResolventSeries
```

```lean
#print axioms ResolventSeries.resolvent_series_two_sided
-- 'ResolventSeries.resolvent_series_two_sided' depends on axioms: [propext, Classical.choice, Quot.sound]
#print axioms ResolventSeries.truncation_exact_iff
-- 'ResolventSeries.truncation_exact_iff' depends on axioms: [propext, Classical.choice, Quot.sound]
#print axioms ResolventSeries.truncation_error_le
-- 'ResolventSeries.truncation_error_le' depends on axioms: [propext, Classical.choice, Quot.sound]
#print axioms ResolventSeries.series_tendsto_of_norm_lt_one
-- 'ResolventSeries.series_tendsto_of_norm_lt_one' depends on axioms: [propext, Classical.choice, Quot.sound]
```

### Where each step sits in the code

`dyson_right` is the three-line insertion argument. Its first rewrite inserts `(z - H₀) * R`, `noncomm_ring` does the splitting without exchanging any factors, and the last rewrite uses that `G` is a left inverse. `dyson_left` is the mirror image.

In `resolvent_series`, the induction starts from the empty sum. The fact `hs` adds the next term to the sum, and `step` is the Dyson equation multiplied by (VR)^n. Once these are substituted, the goal is the induction hypothesis.

`resolvent_series_two_sided` first proves `shift`, the relation (RV)^k R = R(VR)^k, by its own induction. It then inducts on `m` with `n` fixed. The base case is the one-sided series, and each further step expands the central `G` with `dyson_left`.

`truncation_residual` proves (z − H₀ − V)R = 1 − VR as `e` and then carries out the telescoping as an induction, with `abel` cancelling the neighbouring powers. `truncation_exact_iff` takes its forward direction from this residual and its backward direction from the exact remainder.

`series_tendsto_iff` has the same division of labour. In each direction, `const_mul` passes a limit through multiplication by a fixed element, and `congr` replaces the resulting sequence by the one wanted, using the residual identity in one direction and the series in the other.

The error bound rewrites the difference as the exact remainder and applies `norm_mul_le` and `norm_pow_le'`. The latter asks for a positive exponent, because a normed ring in this generality need not have ‖1‖ = 1. Here the exponent is n + 1, the number of terms through order n, so the condition is met. For ‖VR‖ < 1, the powers tend to zero and `series_tendsto_iff` finishes the argument. The two-level example is checked entry by entry with `norm_num`.
